# With a fixed tangent, a climbing image at a planar saddle is linearly stable exactly when the tangent is less than 45° from the unstable axis

The matrix of the linearized climbing dynamics is real, but its eigenvalues may form a complex pair. Stability is therefore defined over the complex numbers: every complex eigenvalue must have negative real part. The tangent is a prescribed unit vector $\tau$, and one image moves in two dimensions while its neighbours stay fixed.

In Lean 4 with Mathlib:

```lean
import Mathlib

open Matrix

namespace ClimbingImageStability

noncomputable section
```

A climbing image follows the force $-\nabla E$ with its component along $\tau$ reversed. The reversal is the reflection $R = 1 - 2\tau\tau^T$.

```lean
/-- The climbing-image reflection `1 - 2 τ τᵀ`, which reverses the force component along `τ`
when `τ` is a unit vector. -/
def climbingReflection (τ : Fin 2 → ℝ) : Matrix (Fin 2) (Fin 2) ℝ :=
  1 - (2 : ℝ) • Matrix.vecMulVec τ τ
```

Let $x$ be the displacement from the saddle and $H$ the Hessian there. To first order $\nabla E = Hx$, so $x' = Jx$ with $J = -RH$. The file starts from this linear equation, in continuous time with unit mobility; it covers neither finite optimizer steps nor the motion of the rest of the band.

```lean
/-- The matrix `J = -(1 - 2 τ τᵀ) H` of the linearized climbing dynamics `x' = J x`. -/
def climbingJacobian (H : Matrix (Fin 2) (Fin 2) ℝ) (τ : Fin 2 → ℝ) :
    Matrix (Fin 2) (Fin 2) ℝ :=
  -(climbingReflection τ * H)
```

In the principal axes of the saddle, $H = \mathrm{diag}(-a, b)$. The theorems about the saddle assume $a, b > 0$, so coordinate 0 is the unstable axis and coordinate 1 the stable one.

```lean
/-- The Hessian `diag(-a, b)`. -/
def saddleHessian (a b : ℝ) : Matrix (Fin 2) (Fin 2) ℝ := !![-a, 0; 0, b]
```

The tangent at angle $\phi$ to the unstable axis is $\tau = (\cos\phi, \sin\phi)$.

```lean
/-- The unit tangent at angle `φ` to the first coordinate axis. -/
def tangent (φ : ℝ) : Fin 2 → ℝ := ![Real.cos φ, Real.sin φ]
```

An eigenvalue of a real matrix $M$ is a number $\mu \in \mathbb{C}$ with $Mv = \mu v$ for some nonzero $v \in \mathbb{C}^2$. `M.map Complex.ofReal` is $M$ read as a complex matrix.

```lean
/-- The complex number `μ` is an eigenvalue of the real matrix `M`, with a nonzero complex
eigenvector. -/
def IsEigenvalue (M : Matrix (Fin 2) (Fin 2) ℝ) (μ : ℂ) : Prop :=
  ∃ v : Fin 2 → ℂ, v ≠ 0 ∧ M.map Complex.ofReal *ᵥ v = μ • v
```

`LinearlyStable` then says that every mode of $x' = Mx$ decays.

```lean
/-- All eigenvalues of `M` have negative real part. -/
def LinearlyStable (M : Matrix (Fin 2) (Fin 2) ℝ) : Prop :=
  ∀ μ : ℂ, IsEigenvalue M μ → μ.re < 0
```

## Stability from trace and determinant

A nonzero $v$ with $(M - \mu 1)v = 0$ exists exactly when
$$\det(M - \mu 1) = \mu^2 - (\operatorname{tr} M)\mu + \det M = 0.$$
In the proof, `key` expands this determinant, and a Mathlib lemma links its vanishing to the nonzero vector.

```lean
/-- The eigenvalues of a real planar matrix are the complex roots of its characteristic
polynomial. -/
theorem isEigenvalue_iff (M : Matrix (Fin 2) (Fin 2) ℝ) (μ : ℂ) :
    IsEigenvalue M μ ↔ μ ^ 2 - (M.trace : ℂ) * μ + (M.det : ℂ) = 0 := by
  have key : (M.map Complex.ofReal - μ • (1 : Matrix (Fin 2) (Fin 2) ℂ)).det
      = μ ^ 2 - (M.trace : ℂ) * μ + (M.det : ℂ) := by
    simp [Matrix.det_fin_two, Matrix.trace_fin_two]
    ring
  have hone : ∀ v : Fin 2 → ℂ, (μ • (1 : Matrix (Fin 2) (Fin 2) ℂ)) *ᵥ v = μ • v := by
    intro v
    ext i
    fin_cases i <;> simp [Matrix.mulVec, dotProduct, Fin.sum_univ_two]
  rw [← key, ← Matrix.exists_mulVec_eq_zero_iff]
  constructor
  · rintro ⟨v, hv, h⟩
    exact ⟨v, hv, by rw [Matrix.sub_mulVec, hone, h, sub_self]⟩
  · rintro ⟨v, hv, h⟩
    rw [Matrix.sub_mulVec, hone] at h
    exact ⟨v, hv, sub_eq_zero.mp h⟩
```

Write $t = \operatorname{tr} M$ and $d = \det M$. Suppose all roots have negative real part. If $d \le 0$, then $\sqrt{t^2 - 4d} \ge |t|$, and $r = (t + \sqrt{t^2 - 4d})/2$ would be a real root with $r \ge 0$, a contradiction. Hence $d > 0$. The two roots add up to $t$, so $t < 0$.

Conversely, let $t < 0 < d$ and let $\mu = x + iy$ be a root. The real and imaginary parts of the equation are
$$x^2 - y^2 - tx + d = 0, \qquad y(2x - t) = 0.$$
If $x \ge 0$, then $2x - t > 0$, so $y = 0$; but then $x^2 - tx + d > 0$, which contradicts the first equation. So $x < 0$.

```lean
/-- A real planar linear flow has all eigenvalues in the open left half-plane exactly when its
trace is negative and its determinant is positive. -/
theorem linearlyStable_iff (M : Matrix (Fin 2) (Fin 2) ℝ) :
    LinearlyStable M ↔ M.trace < 0 ∧ 0 < M.det := by
  simp only [LinearlyStable, isEigenvalue_iff]
  generalize M.trace = t
  generalize M.det = d
  constructor
  · intro h
    have hd : 0 < d := by
      by_contra hd
      have hd' : d ≤ 0 := not_lt.mp hd
      -- a nonpositive determinant forces a nonnegative real eigenvalue
      obtain ⟨r, hr0, hr⟩ : ∃ r : ℝ, 0 ≤ r ∧ r ^ 2 - t * r + d = 0 := by
        have hs : 0 ≤ t ^ 2 - 4 * d := by nlinarith [sq_nonneg t]
        have hq := Real.sq_sqrt hs
        have hle : |t| ≤ √(t ^ 2 - 4 * d) := Real.abs_le_sqrt (by linarith)
        refine ⟨(t + √(t ^ 2 - 4 * d)) / 2, ?_, ?_⟩
        · linarith [neg_abs_le t]
        · linear_combination hq / 4
      have hneg := h (r : ℂ) (by exact_mod_cast hr)
      rw [Complex.ofReal_re] at hneg
      linarith
    refine ⟨?_, hd⟩
    -- the two roots add up to the trace
    obtain ⟨s, hs⟩ := IsAlgClosed.exists_pow_nat_eq ((t : ℂ) ^ 2 - 4 * (d : ℂ)) (n := 2) two_pos
    have h1 := h (((t : ℂ) + s) / 2) (by linear_combination hs / 4)
    have h2 := h (((t : ℂ) - s) / 2) (by linear_combination hs / 4)
    have hsum : (((t : ℂ) + s) / 2).re + (((t : ℂ) - s) / 2).re = t := by
      have e : ((t : ℂ) + s) / 2 + ((t : ℂ) - s) / 2 = (t : ℂ) := by ring
      rw [← Complex.add_re, e, Complex.ofReal_re]
    linarith
  · rintro ⟨ht, hd⟩ μ hμ
    have hre := congrArg Complex.re hμ
    have him := congrArg Complex.im hμ
    simp only [pow_two, Complex.add_re, Complex.sub_re, Complex.mul_re, Complex.ofReal_re,
      Complex.ofReal_im, Complex.zero_re] at hre
    simp only [pow_two, Complex.add_im, Complex.sub_im, Complex.mul_im, Complex.ofReal_re,
      Complex.ofReal_im, Complex.zero_im] at him
    by_contra hx
    have hx' : 0 ≤ μ.re := not_lt.mp hx
    -- a root with nonnegative real part would have to be real
    have hy : μ.im = 0 := by
      have hm : μ.im * (2 * μ.re - t) = 0 := by linear_combination him
      rcases mul_eq_zero.mp hm with h | h
      · exact h
      · exfalso
        linarith
    rw [hy] at hre
    nlinarith [mul_nonneg hx' (neg_nonneg.mpr ht.le), sq_nonneg μ.re]
```

## The criterion for a general planar Hessian

Multiplying out $J = 2\tau\tau^T H - H$ gives
$$J_{ij} = 2\tau_i(\tau_0 H_{0j} + \tau_1 H_{1j}) - H_{ij}.$$

```lean
/-- The entries of the climbing matrix, written out in terms of the Hessian and the tangent. -/
theorem climbingJacobian_apply (H : Matrix (Fin 2) (Fin 2) ℝ) (τ : Fin 2 → ℝ) (i j : Fin 2) :
    climbingJacobian H τ i j = 2 * τ i * (τ 0 * H 0 j + τ 1 * H 1 j) - H i j := by
  fin_cases i <;> fin_cases j <;>
    simp [climbingJacobian, climbingReflection, Matrix.mul_apply, Fin.sum_univ_two,
      Matrix.vecMulVec_apply] <;> ring
```

Summing the diagonal entries gives $\operatorname{tr} J = 2\,\tau\cdot H\tau - \operatorname{tr} H$.

```lean
/-- The trace of the climbing matrix is twice the curvature along `τ` minus the trace of the
Hessian. -/
theorem climbingJacobian_trace (H : Matrix (Fin 2) (Fin 2) ℝ) (τ : Fin 2 → ℝ) :
    (climbingJacobian H τ).trace = 2 * (τ ⬝ᵥ H *ᵥ τ) - H.trace := by
  simp only [Matrix.trace_fin_two, climbingJacobian_apply, Matrix.mulVec, dotProduct,
    Fin.sum_univ_two]
  ring
```

The same entries give $\det J = (1 - 2\,\tau\cdot\tau)\det H$, which is $-\det H$ for a unit tangent. The final `linear_combination` uses the normalization `hτ` in just this way.

```lean
/-- For a unit tangent, the climbing matrix has the determinant of the Hessian with its sign
reversed. -/
theorem climbingJacobian_det (H : Matrix (Fin 2) (Fin 2) ℝ) (τ : Fin 2 → ℝ)
    (hτ : τ ⬝ᵥ τ = 1) : (climbingJacobian H τ).det = -H.det := by
  simp only [dotProduct, Fin.sum_univ_two] at hτ
  simp only [Matrix.det_fin_two, climbingJacobian_apply]
  linear_combination (-2 * (H 0 0 * H 1 1 - H 0 1 * H 1 0)) * hτ
```

The dynamics is therefore stable exactly when $\det H < 0$ and $2\,\tau\cdot H\tau < \operatorname{tr} H$. For a symmetric $H$, the first condition says that the stationary point is a saddle, and the second that the curvature along $\tau$ is below the mean of the two principal curvatures.

```lean
/-- For any planar Hessian and unit tangent, the climbing dynamics is linearly stable exactly when
the Hessian has negative determinant and the curvature along `τ` is below half its trace. -/
theorem climbing_stable_iff (H : Matrix (Fin 2) (Fin 2) ℝ) (τ : Fin 2 → ℝ)
    (hτ : τ ⬝ᵥ τ = 1) :
    LinearlyStable (climbingJacobian H τ) ↔ H.det < 0 ∧ 2 * (τ ⬝ᵥ H *ᵥ τ) < H.trace := by
  rw [linearlyStable_iff, climbingJacobian_trace, climbingJacobian_det H τ hτ, sub_neg, neg_pos,
    and_comm]
```

## The 45° threshold

For $H = \mathrm{diag}(-a, b)$ the curvature along the tangent is $-a\cos^2\phi + b\sin^2\phi$, so
$$\operatorname{tr} J = -a(2\cos^2\phi - 1) - b(1 - 2\sin^2\phi) = -(a+b)\cos 2\phi,$$
and $\det J = -(-ab) = ab$.

```lean
/-- For the Hessian `diag(-a, b)` and a tangent at angle `φ`, the climbing matrix has trace
`-(a + b) cos 2φ` and determinant `a b`. -/
theorem saddle_trace_det (a b φ : ℝ) :
    (climbingJacobian (saddleHessian a b) (tangent φ)).trace = -((a + b) * Real.cos (2 * φ)) ∧
    (climbingJacobian (saddleHessian a b) (tangent φ)).det = a * b := by
  have hunit : tangent φ ⬝ᵥ tangent φ = 1 := by
    have h : tangent φ ⬝ᵥ tangent φ = Real.sin φ ^ 2 + Real.cos φ ^ 2 := by
      simp only [dotProduct, Fin.sum_univ_two, tangent, Matrix.cons_val_zero, Matrix.cons_val_one]
      ring
    rw [h, Real.sin_sq_add_cos_sq]
  have hcurv : tangent φ ⬝ᵥ saddleHessian a b *ᵥ tangent φ
      = -a * Real.cos φ ^ 2 + b * Real.sin φ ^ 2 := by
    simp [tangent, saddleHessian, Matrix.mulVec, dotProduct, Fin.sum_univ_two]
    ring
  have htr : (saddleHessian a b).trace = -a + b := by
    simp [saddleHessian, Matrix.trace_fin_two]
  have hdet : (saddleHessian a b).det = -(a * b) := by
    simp [saddleHessian, Matrix.det_fin_two]
  constructor
  · rw [climbingJacobian_trace, hcurv, htr, Real.cos_two_mul]
    linear_combination 2 * b * Real.sin_sq_add_cos_sq φ
  · rw [climbingJacobian_det _ _ hunit, hdet, neg_neg]
```

Since $ab > 0$, only the sign of the trace matters. Since $a + b > 0$, the trace is negative exactly when $\cos 2\phi > 0$, whatever the ratio of the two curvatures.

```lean
/-- At a saddle with Hessian `diag(-a, b)`, the climbing dynamics has all eigenvalues with
negative real part exactly when `cos 2φ > 0`, where `φ` is the angle of the tangent to the
unstable axis. -/
theorem saddle_stable_iff {a b : ℝ} (ha : 0 < a) (hb : 0 < b) (φ : ℝ) :
    LinearlyStable (climbingJacobian (saddleHessian a b) (tangent φ)) ↔
      0 < Real.cos (2 * φ) := by
  obtain ⟨ht, hd⟩ := saddle_trace_det a b φ
  have hab : 0 < a + b := add_pos ha hb
  rw [linearlyStable_iff, ht, hd, neg_lt_zero]
  constructor
  · rintro ⟨h, _⟩
    exact (mul_pos_iff_of_pos_left hab).mp h
  · intro h
    exact ⟨mul_pos hab h, mul_pos ha hb⟩
```

The vectors $\tau$ and $-\tau$ give the same $J$, so $|\phi| \le \pi/2$ covers every tangent line. Then $2|\phi|$ lies in $[0, \pi]$, where the cosine is positive exactly below $\pi/2$, that is, for $|\phi| < \pi/4$. For climbing-image nudged elastic band calculations, this gives the tangent error that the linearized motion of a single image tolerates in a two-dimensional model.

```lean
/-- For a tangent at most 90 degrees from the unstable axis, the climbing dynamics at the saddle
is linearly stable exactly when the misalignment is less than 45 degrees. -/
theorem saddle_stable_iff_angle {a b : ℝ} (ha : 0 < a) (hb : 0 < b) {φ : ℝ}
    (hφ : |φ| ≤ Real.pi / 2) :
    LinearlyStable (climbingJacobian (saddleHessian a b) (tangent φ)) ↔ |φ| < Real.pi / 4 := by
  rw [saddle_stable_iff ha hb, ← Real.cos_abs (2 * φ), abs_mul, abs_two]
  have hpi := Real.pi_pos
  constructor
  · intro h
    by_contra hc
    have hc' := not_lt.mp hc
    have hn : Real.cos (2 * |φ|) ≤ 0 :=
      Real.cos_nonpos_of_pi_div_two_le_of_le (by linarith) (by linarith)
    linarith
  · intro h
    exact Real.cos_pos_of_mem_Ioo ⟨by linarith [abs_nonneg φ], by linarith⟩
```

When $\cos 2\phi = 0$ the trace vanishes, and the characteristic equation becomes
$$\mu^2 + ab = (\mu - i\sqrt{ab})(\mu + i\sqrt{ab}) = 0.$$
The eigenvalues are $\pm i\sqrt{ab}$: at 45° a displaced image, in the linearized dynamics, moves around the saddle on a closed ellipse and does not converge to it.

```lean
/-- When `cos 2φ = 0`, the eigenvalues of the climbing dynamics at the saddle are exactly
`i √(a b)` and `-i √(a b)`. -/
theorem saddle_marginal_spectrum {a b : ℝ} (ha : 0 < a) (hb : 0 < b) {φ : ℝ}
    (hφ : Real.cos (2 * φ) = 0) (μ : ℂ) :
    IsEigenvalue (climbingJacobian (saddleHessian a b) (tangent φ)) μ ↔
      μ = Complex.I * (√(a * b) : ℝ) ∨ μ = -(Complex.I * (√(a * b) : ℝ)) := by
  obtain ⟨ht, hd⟩ := saddle_trace_det a b φ
  rw [isEigenvalue_iff, ht, hd, hφ, mul_zero, neg_zero, Complex.ofReal_zero]
  have hs : ((√(a * b) : ℝ) : ℂ) ^ 2 = ((a * b : ℝ) : ℂ) := by
    rw [← Complex.ofReal_pow, Real.sq_sqrt (mul_pos ha hb).le]
  -- the characteristic polynomial splits into two linear factors with imaginary roots
  have e : μ ^ 2 - 0 * μ + ((a * b : ℝ) : ℂ)
      = (μ - Complex.I * (√(a * b) : ℝ)) * (μ + Complex.I * (√(a * b) : ℝ)) := by
    linear_combination ((√(a * b) : ℝ) : ℂ) ^ 2 * Complex.I_sq - hs
  rw [e, mul_eq_zero, sub_eq_zero, add_eq_zero_iff_eq_neg]

end

end ClimbingImageStability
```

```lean
#print axioms ClimbingImageStability.climbing_stable_iff
-- 'ClimbingImageStability.climbing_stable_iff' depends on axioms: [propext, Classical.choice, Quot.sound]
#print axioms ClimbingImageStability.saddle_stable_iff_angle
-- 'ClimbingImageStability.saddle_stable_iff_angle' depends on axioms: [propext, Classical.choice, Quot.sound]
#print axioms ClimbingImageStability.saddle_marginal_spectrum
-- 'ClimbingImageStability.saddle_marginal_spectrum' depends on axioms: [propext, Classical.choice, Quot.sound]
```
